# A root of the one-pair Richardson equation gives an eigenstate of the pairing Hamiltonian

Two fermions of opposite spin occupy one of finitely many levels with energies $e_k$, and an interaction of strength $G$ moves the pair between levels. If $E\neq 2e_k$ for every $k$ and

$$G\sum_k\frac{1}{2e_k-E}=1,$$

then $w=\sum_k B_kv/(2e_k-E)$ is nonzero and $Hw=Ew$. Here $v$ is a nonzero vacuum, $B_k=c_{ku}c_{kd}$ creates a pair in level $k$, $b_k=a_{kd}a_{ku}$ removes one, and

$$H=\sum_k e_k(n_{ku}+n_{kd})-G\sum_{k,l}B_kb_l,\qquad n_i=c_ia_i.$$

The letters $c_i$ and $a_i$ stand for the textbook $c_i^\dagger$ and $c_i$; $u$ and $d$ mean spin up and down.

## A scalar root search in place of a matrix

For a single pair with constant coupling, a code can find energies away from the $2e_k$ as roots of one scalar function, without diagonalising a matrix over the levels. The amplitudes then follow by division.

Take two levels with $2e_1=0$, $2e_2=2$ and $G=3/4$. The equation $\frac34\left(\frac1{-E}+\frac1{2-E}\right)=1$ has the roots $E=-1$ and $E=3/2$. At $E=-1$ the amplitudes are $(1,\frac13)$, or $(3,1)/\sqrt{10}$ after normalisation, so the pair is in the lower level with probability $0.9$.

## From anticommutators to amplitudes

Use $a_ic_j=\delta_{ij}-c_ja_i$, $c_ic_j=-c_jc_i$ and $a_iv=0$. Within one level,

$$b_kB_kv=a_{kd}(1-c_{ku}a_{ku})c_{kd}v=a_{kd}c_{kd}v=v,$$

because $a_{ku}c_{kd}v=-c_{kd}a_{ku}v=0$. For $l\ne k$, $a_{lu}$ passes both creators and kills $v$. Hence $b_lB_kv=\delta_{lk}v$.

Similarly, $n_{ku}B_kv=c_{ku}(1-c_{ku}a_{ku})c_{kd}v=B_kv$, and $n_{kd}B_kv=-c_{kd}c_{ku}a_{kd}c_{kd}v=-c_{kd}c_{ku}v=B_kv$. Number operators of other levels give zero. Therefore

$$HB_mv=2e_mB_mv-G\sum_kB_kv,$$

$$H\sum_kx_kB_kv=\sum_k\Big(2e_kx_k-G\sum_lx_l\Big)B_kv.$$

Set $x_k=1/(2e_k-E)$. Then $G\sum_lx_l=1$, and $2e_kx_k-1=Ex_k$, which gives $Hw=Ew$. Since $b_kw=x_kv$, $w=0$ would make every $x_k$ vanish and contradict the Richardson equation.

Conversely, let $\sum_kx_kB_kv$ be a nonzero eigenstate with $E\neq2e_k$ for all $k$, and put $S=\sum_lx_l$. Applying $b_k$ to the eigenvalue equation gives $(2e_k-E)x_k=GS$. If $S=0$, all amplitudes vanish, so $S\ne0$. Dividing, summing over $k$ and cancelling $S$ gives the Richardson equation, and the state is $GS\,w$.

If all $N$ levels have energy $\varepsilon$, then $x_k=1$ gives the eigenvalue equation with energy $2\varepsilon-GN$. For $N\ge1$ the normalised amplitudes are $1/\sqrt N$.

The operator order in $b_k$ is easily reversed by accident: $a_{ku}a_{kd}B_kv=-v$, which for $G>0$ turns the attraction in $H$ into repulsion.

## The derivation in Lean

`K` is the type of levels, and a mode is an element of `K × Bool`, with `true` for up. Operators are linear maps on a complex vector space `V`. `IsFermi` states the anticommutation relations, `hv` says that every annihilator kills `v`, and `hE` keeps `E` off the values $2e_k$.

`move_right` is the exchange rule; `pairAnnihilate_pair` and `number_pair` apply it to one pair. `hamiltonian_pairState` treats a single pair first and then superposes. In `richardson_one_pair`, `linear_combination` supplies the final algebra for each amplitude; `richardson_converse` extracts amplitudes with `pairAnnihilate`. `isFermi_witness` realises the relations and a nonzero vacuum on an exterior algebra.

```lean
import Mathlib

open Finset

namespace RichardsonOnePair

noncomputable section

variable {K V : Type*} [DecidableEq K] [AddCommGroup V] [Module ℂ V]

/-- The canonical anticommutation relations for creators `c` and annihilators `a`;
a mode is a level together with a spin (`true` is up, `false` is down). -/
structure IsFermi (c a : K × Bool → Module.End ℂ V) : Prop where
  cc : ∀ i j, c i * c j + c j * c i = 0
  aa : ∀ i j, a i * a j + a j * a i = 0
  ac : ∀ i j, a i * c j + c j * a i = if i = j then 1 else 0

/-- The pair creator `B_k = c_ku c_kd`. -/
def pairCreate (c : K × Bool → Module.End ℂ V) (k : K) : Module.End ℂ V :=
  c (k, true) * c (k, false)

/-- The pair annihilator `b_k = a_kd a_ku`. -/
def pairAnnihilate (a : K × Bool → Module.End ℂ V) (k : K) : Module.End ℂ V :=
  a (k, false) * a (k, true)

/-- The number operator `n_i = c_i a_i` of a mode. -/
def number (c a : K × Bool → Module.End ℂ V) (i : K × Bool) : Module.End ℂ V :=
  c i * a i

/-- Creation of a fermion on Fock space, the exterior algebra over the modes:
wedge multiplication by the mode vector. -/
def fockCreate (i : K × Bool) : Module.End ℂ (ExteriorAlgebra ℂ (K × Bool → ℂ)) :=
  LinearMap.mulLeft ℂ (ExteriorAlgebra.ι ℂ (Pi.single i 1))

/-- Annihilation of a fermion on Fock space: contraction with the mode's coordinate. -/
def fockAnnihilate (i : K × Bool) : Module.End ℂ (ExteriorAlgebra ℂ (K × Bool → ℂ)) :=
  CliffordAlgebra.contractLeft (Q := (0 : QuadraticForm ℂ (K × Bool → ℂ)))
    (LinearMap.proj i)

/-- The Fock-space operators obey the anticommutation relations, and the unit of the
exterior algebra is a nonzero vacuum. -/
theorem isFermi_witness :
    IsFermi (fockCreate (K := K)) fockAnnihilate ∧
      (∀ i : K × Bool, fockAnnihilate i 1 = 0) ∧
      (1 : ExteriorAlgebra ℂ (K × Bool → ℂ)) ≠ 0 := by
  refine ⟨⟨fun i j => ?_, fun i j => ?_, fun i j => ?_⟩, fun i => ?_, one_ne_zero⟩
  · refine LinearMap.ext fun x => ?_
    change ExteriorAlgebra.ι ℂ (Pi.single i 1) * (ExteriorAlgebra.ι ℂ (Pi.single j 1) * x)
      + ExteriorAlgebra.ι ℂ (Pi.single j 1) * (ExteriorAlgebra.ι ℂ (Pi.single i 1) * x) = 0
    rw [← mul_assoc, ← mul_assoc, ← add_mul, ExteriorAlgebra.ι_add_mul_swap, zero_mul]
  · refine LinearMap.ext fun x => ?_
    change CliffordAlgebra.contractLeft (LinearMap.proj i)
        (CliffordAlgebra.contractLeft (LinearMap.proj j) x)
      + CliffordAlgebra.contractLeft (LinearMap.proj j)
        (CliffordAlgebra.contractLeft (LinearMap.proj i) x) = 0
    rw [CliffordAlgebra.contractLeft_comm, neg_add_cancel]
  · refine LinearMap.ext fun x => ?_
    change CliffordAlgebra.contractLeft (LinearMap.proj i)
        (CliffordAlgebra.ι (0 : QuadraticForm ℂ (K × Bool → ℂ)) (Pi.single j 1) * x)
      + CliffordAlgebra.ι (0 : QuadraticForm ℂ (K × Bool → ℂ)) (Pi.single j 1) *
        CliffordAlgebra.contractLeft (LinearMap.proj i) x = _
    rw [CliffordAlgebra.contractLeft_ι_mul, sub_add_cancel]
    by_cases hij : i = j
    · subst hij
      simp
    · simp [hij]
  · simp [fockAnnihilate, CliffordAlgebra.contractLeft_one]

variable {c a : K × Bool → Module.End ℂ V} {v : V}

/-- Moving an annihilator to the right past a creator costs a sign and, for equal modes,
leaves the state itself as an extra term. -/
theorem IsFermi.move_right (h : IsFermi c a) (i j : K × Bool) (u : V) :
    a i (c j u) = (if i = j then u else 0) - c j (a i u) := by
  have h1 := LinearMap.congr_fun (h.ac i j) u
  rw [LinearMap.add_apply, Module.End.mul_apply, Module.End.mul_apply] at h1
  rw [eq_sub_iff_add_eq, h1]
  split_ifs <;> rfl

/-- On the vacuum, `b_l B_k v` is `v` for `l = k` and zero otherwise. -/
theorem pairAnnihilate_pair (h : IsFermi c a) (hv : ∀ i, a i v = 0) (l k : K) :
    pairAnnihilate a l (pairCreate c k v) = if l = k then v else 0 := by
  by_cases hlk : l = k
  · subst hlk
    simp [pairAnnihilate, pairCreate, h.move_right, hv]
  · simp [pairAnnihilate, pairCreate, h.move_right, hv, hlk]

/-- A pair created from the vacuum in level `k` puts two fermions in level `k` and none in
the other levels. -/
theorem number_pair (h : IsFermi c a) (hv : ∀ i, a i v = 0) (j k : K) :
    (number c a (j, true) + number c a (j, false)) (pairCreate c k v) =
      if j = k then (2 : ℂ) • pairCreate c k v else 0 := by
  by_cases hjk : j = k
  · subst hjk
    have hc : c (j, false) (c (j, true) v) = -c (j, true) (c (j, false) v) :=
      eq_neg_of_add_eq_zero_left (LinearMap.congr_fun (h.cc (j, false) (j, true)) v)
    simp [number, pairCreate, h.move_right, hv, hc, two_smul]
  · simp [number, pairCreate, h.move_right, hv, hjk]

variable [Fintype K]

/-- The pairing Hamiltonian `H = ∑ e_k (n_ku + n_kd) - G ∑ B_k b_l`. -/
def hamiltonian (c a : K × Bool → Module.End ℂ V) (e : K → ℂ) (G : ℂ) : Module.End ℂ V :=
  ∑ k, e k • (number c a (k, true) + number c a (k, false))
    - G • ∑ k, ∑ l, pairCreate c k * pairAnnihilate a l

/-- The one-pair state `∑ x_k B_k v` with amplitudes `x`. -/
def pairState (c : K × Bool → Module.End ℂ V) (v : V) (x : K → ℂ) : V :=
  ∑ k, x k • pairCreate c k v

/-- The Richardson state `∑ B_k v / (2 e_k - E)`, meant for `E` different from every `2 e_k`. -/
def richardsonState (c : K × Bool → Module.End ℂ V) (v : V) (e : K → ℂ) (E : ℂ) : V :=
  pairState c v fun k => 1 / (2 * e k - E)

/-- The pair annihilator of level `l` sends `∑ x_k B_k v` to `x_l v`, where `v` is the vacuum. -/
theorem pairAnnihilate_pairState (h : IsFermi c a) (hv : ∀ i, a i v = 0) (x : K → ℂ) (l : K) :
    pairAnnihilate a l (pairState c v x) = x l • v := by
  simp [pairState, pairAnnihilate_pair h hv]

/-- On one-pair states over the vacuum, the Hamiltonian turns the amplitudes `x_k` into
`2 e_k x_k - G ∑ x_l`. -/
theorem hamiltonian_pairState (h : IsFermi c a) (hv : ∀ i, a i v = 0) (e : K → ℂ) (G : ℂ)
    (x : K → ℂ) :
    hamiltonian c a e G (pairState c v x) =
      pairState c v fun k => 2 * e k * x k - G * ∑ l, x l := by
  -- first a single pair in level `m`
  have hp : ∀ m, hamiltonian c a e G (pairCreate c m v) =
      (2 * e m) • pairCreate c m v - G • ∑ k, pairCreate c k v := by
    intro m
    have hb : ∀ k, ∑ l, pairCreate c k (pairAnnihilate a l (pairCreate c m v)) =
        pairCreate c k v := by
      intro k
      rw [← map_sum]
      simp [pairAnnihilate_pair h hv]
    simp only [hamiltonian, LinearMap.sub_apply, LinearMap.smul_apply, LinearMap.sum_apply,
      Module.End.mul_apply, hb, number_pair h hv, smul_ite, smul_zero, Finset.sum_ite_eq',
      Finset.mem_univ, if_true, smul_smul]
    rw [mul_comm (2 : ℂ)]
  -- then superpose
  simp only [pairState, map_sum, map_smul, hp, smul_sub, sub_smul, Finset.sum_sub_distrib]
  congr 1
  · refine Finset.sum_congr rfl fun k _ => ?_
    rw [smul_smul, mul_comm]
  · rw [← Finset.sum_smul, ← Finset.smul_sum, smul_smul, mul_comm]

/-- Richardson's one-pair solution: if `E` differs from every `2 e_k` and
`G ∑ 1 / (2 e_k - E) = 1`, the Richardson state over a nonzero vacuum is a nonzero
eigenstate of the pairing Hamiltonian with energy `E`. -/
theorem richardson_one_pair (h : IsFermi c a) (hv : ∀ i, a i v = 0) (hv0 : v ≠ 0)
    {e : K → ℂ} {G E : ℂ} (hE : ∀ k, 2 * e k ≠ E) (hG : G * ∑ k, 1 / (2 * e k - E) = 1) :
    richardsonState c v e E ≠ 0 ∧
      hamiltonian c a e G (richardsonState c v e E) = E • richardsonState c v e E := by
  constructor
  · -- a vanishing state would have vanishing amplitudes, against the Richardson equation
    intro hw
    have h0 : ∀ k, 1 / (2 * e k - E) = 0 := fun k => by
      have h1 := congrArg (pairAnnihilate a k) hw
      rw [richardsonState, pairAnnihilate_pairState h hv, map_zero] at h1
      exact (smul_eq_zero.1 h1).resolve_right hv0
    rw [Finset.sum_eq_zero fun k _ => h0 k, mul_zero] at hG
    exact zero_ne_one hG
  · rw [richardsonState, hamiltonian_pairState h hv]
    simp only [hG, pairState, Finset.smul_sum, smul_smul]
    refine Finset.sum_congr rfl fun k _ => ?_
    congr 1
    have h1 : (2 * e k - E) * (1 / (2 * e k - E)) = 1 :=
      mul_one_div_cancel (sub_ne_zero.2 (hE k))
    linear_combination h1

/-- Converse: over a nonzero vacuum, a nonzero one-pair eigenstate whose energy `E` differs
from every `2 e_k` obeys the Richardson equation and is a multiple of the Richardson state. -/
theorem richardson_converse (h : IsFermi c a) (hv : ∀ i, a i v = 0) (hv0 : v ≠ 0)
    {e : K → ℂ} {G E : ℂ} (hE : ∀ k, 2 * e k ≠ E) {x : K → ℂ} (hx0 : pairState c v x ≠ 0)
    (hH : hamiltonian c a e G (pairState c v x) = E • pairState c v x) :
    G * ∑ k, 1 / (2 * e k - E) = 1 ∧
      pairState c v x = (G * ∑ l, x l) • richardsonState c v e E := by
  -- the eigenvalue equation, amplitude by amplitude
  have hx : ∀ k, x k = (G * ∑ l, x l) * (1 / (2 * e k - E)) := by
    intro k
    have h1 := congrArg (pairAnnihilate a k) hH
    simp only [hamiltonian_pairState h hv, map_smul, pairAnnihilate_pairState h hv,
      smul_smul] at h1
    have h2 : (2 * e k * x k - G * ∑ l, x l - E * x k) • v = 0 := by
      rw [sub_smul, h1, sub_self]
    have h3 := (smul_eq_zero.1 h2).resolve_right hv0
    rw [mul_one_div, eq_div_iff (sub_ne_zero.2 (hE k))]
    linear_combination h3
  have hS : ∑ l, x l ≠ 0 := by
    intro hS
    have h0 : ∀ k, x k = 0 := fun k => by
      have h1 := hx k
      rwa [hS, mul_zero, zero_mul] at h1
    exact hx0 (by simp [pairState, h0])
  -- summing the amplitudes gives the Richardson equation
  have hs : ∑ l, x l = (G * ∑ l, x l) * ∑ k, 1 / (2 * e k - E) :=
    (Finset.sum_congr rfl fun k _ => hx k).trans (Finset.mul_sum _ _ _).symm
  constructor
  · apply mul_left_cancel₀ hS
    linear_combination -hs
  · simp only [richardsonState, pairState, Finset.smul_sum, smul_smul]
    exact Finset.sum_congr rfl fun k _ => congrArg (· • pairCreate c k v) (hx k)

/-- For levels of one common energy `ε`, the uniform pair state over the vacuum satisfies the
eigenvalue equation with energy `2 ε - G N`, where `N` is the number of levels. -/
theorem degenerate_levels (h : IsFermi c a) (hv : ∀ i, a i v = 0) (ε G : ℂ) :
    hamiltonian c a (fun _ => ε) G (pairState c v fun _ => 1) =
      (2 * ε - G * Fintype.card K) • pairState c v fun _ => 1 := by
  rw [hamiltonian_pairState h hv]
  simp only [pairState, Finset.smul_sum, one_smul, mul_one, Finset.sum_const,
    Finset.card_univ, nsmul_eq_mul]

end

end RichardsonOnePair
```

```lean
#print axioms RichardsonOnePair.richardson_one_pair
#print axioms RichardsonOnePair.richardson_converse
#print axioms RichardsonOnePair.degenerate_levels
```

```
'RichardsonOnePair.richardson_one_pair' depends on axioms: [propext, Classical.choice, Quot.sound]
'RichardsonOnePair.richardson_converse' depends on axioms: [propext, Classical.choice, Quot.sound]
'RichardsonOnePair.degenerate_levels' depends on axioms: [propext, Classical.choice, Quot.sound]
```

## Energies at $2e_k$, broken pairs and real interactions

The theorems allow complex $e_k$, $G$ and $E$. `V` has no inner product, so normalisation and probabilities require the usual adjoint relation between `c` and `a` and a unit vacuum.

The converse concerns only states of the form `pairState`, with both fermions in the same level, and only energies different from every $2e_k$. A root search therefore misses some states: two levels of equal energy $\varepsilon$ have an eigenstate with amplitudes $(1,-1)$ at $E=2\varepsilon$. For several pairs, Richardson's method uses coupled equations, one for each pair.

Replacing a material's level-dependent interaction by one constant $G$ is a physical approximation that the hypotheses do not justify.
